# Cell indices within a cutoff differ by at most m exactly when m cell sides cover the cutoff, in dimension one or higher

Particles are points \(x\) of \(\mathbb R^d\) with the Euclidean distance, and space is divided into cubic cells of side \(h>0\), the cell of \(x\) having the integer index \(c_i(x)=\lfloor x_i/h\rfloor\) in each coordinate \(i\). A pair is within the cutoff \(r_c\) when its distance is at most \(r_c\), and scanning \(m\) layers means visiting all cells whose index differs from that of the central cell by at most \(m\) in every coordinate.

```lean
import Mathlib

open Finset

namespace CellListCorrectness

noncomputable section

/-- Euclidean space of dimension `d`, in which the particles live. -/
abbrev Space (d : ℕ) := EuclideanSpace ℝ (Fin d)

/-- The integer index of the cubic cell of side `h` that contains the point `x`. -/
def cellIndex {d : ℕ} (h : ℝ) (x : Space d) : Fin d → ℤ := fun i => ⌊x i / h⌋

/-- The point at coordinate `a` on the `i`-th axis. -/
def axisPoint {d : ℕ} (i : Fin d) (a : ℝ) : Space d :=
  WithLp.toLp 2 (fun j => if j = i then a else 0)

/-- The separation of two points along one coordinate is at most their distance. -/
theorem abs_coord_sub_le_dist {d : ℕ} (x y : Space d) (i : Fin d) :
    |x i - y i| ≤ dist x y := by
  rw [EuclideanSpace.dist_eq]
  apply Real.abs_le_sqrt
  have key := Finset.single_le_sum (f := fun j => dist (x j) (y j) ^ 2)
    (fun j _ => sq_nonneg _) (Finset.mem_univ i)
  have e : dist (x i) (y i) ^ 2 = (x i - y i) ^ 2 := by
    rw [Real.dist_eq, sq_abs]
  rw [← e]
  exact key

/-- On a line, moving up by at most `m` cell sides raises the cell index by at most `m`. -/
theorem floor_div_le_add {h a b : ℝ} (hh : 0 < h) (m : ℕ) (hab : a - b ≤ m * h) :
    ⌊a / h⌋ ≤ ⌊b / h⌋ + m := by
  have key : a / h - b / h ≤ m := by
    rw [← sub_div, div_le_iff₀ hh]
    exact hab
  calc ⌊a / h⌋ ≤ ⌊b / h + (m : ℝ)⌋ := Int.floor_le_floor (by linarith)
    _ = ⌊b / h⌋ + m := Int.floor_add_natCast _ _

/-- If `m` cell sides cover the cutoff, two points within the cutoff have cell indices
differing by at most `m` in every coordinate. -/
theorem cellIndex_diff_le {d : ℕ} {h rc : ℝ} (hh : 0 < h) (m : ℕ) (hrc : rc ≤ m * h)
    {x y : Space d} (hxy : dist x y ≤ rc) (i : Fin d) :
    |cellIndex h x i - cellIndex h y i| ≤ m := by
  have hc := abs_le.mp ((abs_coord_sub_le_dist x y i).trans (hxy.trans hrc))
  -- the one-dimensional bound, used in both directions
  have h1 := floor_div_le_add hh m hc.2
  have h2 := floor_div_le_add (a := y i) (b := x i) hh m (by linarith [hc.1])
  unfold cellIndex
  rw [abs_le]
  constructor <;> linarith

/-- Two points on the same axis are as far apart as their coordinates. -/
theorem dist_axisPoint {d : ℕ} (i : Fin d) (a b : ℝ) :
    dist (axisPoint i a) (axisPoint i b) = |a - b| := by
  rw [EuclideanSpace.dist_eq, Finset.sum_eq_single i]
  · rw [Real.sqrt_sq dist_nonneg]
    simp [axisPoint, Real.dist_eq]
  · intro j _ hj
    simp [axisPoint, hj]
  · intro hi
    exact absurd (Finset.mem_univ i) hi

/-- If `m` cell sides fall short of the cutoff, then along any chosen axis some pair at
distance exactly `rc` has cell indices differing by at least `m + 1`. -/
theorem exists_missed_pair {d : ℕ} {h rc : ℝ} (hh : 0 < h) (m : ℕ) (hrc : m * h < rc)
    (i : Fin d) :
    ∃ x y : Space d, dist x y = rc ∧
      (m : ℤ) + 1 ≤ |cellIndex h x i - cellIndex h y i| := by
  have hpos : 0 < rc := lt_of_le_of_lt (by positivity) hrc
  refine ⟨axisPoint i (m * h), axisPoint i (m * h - rc), ?_, ?_⟩
  · rw [dist_axisPoint, sub_sub_cancel, abs_of_pos hpos]
  · -- the first point opens cell `m`, the second lies below cell `0`
    have h1 : cellIndex h (axisPoint i (m * h)) i = m := by
      have e : (m : ℝ) * h / h = m := mul_div_cancel_right₀ _ hh.ne'
      simp only [cellIndex, axisPoint, if_true]
      rw [e, Int.floor_natCast]
    have h2 : cellIndex h (axisPoint i (m * h - rc)) i < 0 := by
      simp only [cellIndex, axisPoint, if_true]
      rw [Int.floor_lt, Int.cast_zero]
      exact div_neg_of_neg_of_pos (by linarith) hh
    refine le_trans ?_ (le_abs_self _)
    rw [h1]
    omega

/-- In dimension at least one, all pairs within the cutoff have cell indices differing by
at most `m` in every coordinate exactly when `m` cell sides cover the cutoff. -/
theorem cell_layers_suffice_iff {d : ℕ} (hd : 0 < d) {h rc : ℝ} (hh : 0 < h) (m : ℕ) :
    (∀ x y : Space d, dist x y ≤ rc →
      ∀ i, |cellIndex h x i - cellIndex h y i| ≤ m) ↔ rc ≤ m * h := by
  constructor
  · intro H
    by_contra hlt
    obtain ⟨x, y, hxy, hbig⟩ := exists_missed_pair hh m (not_le.mp hlt) (⟨0, hd⟩ : Fin d)
    have hsmall := H x y hxy.le ⟨0, hd⟩
    linarith
  · intro hrc x y hxy i
    exact cellIndex_diff_le hh m hrc hxy i

/-- In dimension at least one, all pairs within the cutoff lie in the same or in adjacent cells,
diagonal neighbours included, exactly when the cell side is at least the cutoff. -/
theorem adjacent_cells_suffice_iff {d : ℕ} (hd : 0 < d) {h rc : ℝ} (hh : 0 < h) :
    (∀ x y : Space d, dist x y ≤ rc →
      ∀ i, |cellIndex h x i - cellIndex h y i| ≤ 1) ↔ rc ≤ h := by
  have key := cell_layers_suffice_iff hd (rc := rc) hh 1
  simpa only [Nat.cast_one, one_mul] using key

/-- The cell offsets scanned by the search: all integer vectors with entries from
`-m` to `m`. -/
def stencil (d m : ℕ) : Finset (Fin d → ℤ) :=
  Fintype.piFinset fun _ => Finset.Icc (-(m : ℤ)) m

/-- The neighbours of particle `i` found by testing every other particle. -/
def directNeighbours {d N : ℕ} (rc : ℝ) (pos : Fin N → Space d) (i : Fin N) :
    Finset (Fin N) :=
  univ.filter fun j => j ≠ i ∧ dist (pos i) (pos j) ≤ rc

/-- The neighbours of particle `i` found by testing only the particles in the cells of
the stencil around it. -/
def cellListNeighbours {d N : ℕ} (h : ℝ) (m : ℕ) (rc : ℝ) (pos : Fin N → Space d)
    (i : Fin N) : Finset (Fin N) :=
  (stencil d m).biUnion fun k => univ.filter fun j =>
    cellIndex h (pos j) = cellIndex h (pos i) + k ∧ j ≠ i ∧ dist (pos i) (pos j) ≤ rc

/-- The stencil with `m` layers contains `(2m + 1)^d` cells. -/
theorem card_stencil (d m : ℕ) : (stencil d m).card = (2 * m + 1) ^ d := by
  have hI : (Finset.Icc (-(m : ℤ)) m).card = 2 * m + 1 := by
    rw [Int.card_Icc]
    omega
  simp only [stencil, Fintype.card_piFinset, hI, Finset.prod_const, Finset.card_univ,
    Fintype.card_fin]

/-- If `m` cell sides cover the cutoff, the cell-list search and the direct search find
the same neighbours for every particle of every finite configuration. -/
theorem cellListNeighbours_eq_direct {d N : ℕ} {h rc : ℝ} (hh : 0 < h) (m : ℕ)
    (hrc : rc ≤ m * h) (pos : Fin N → Space d) (i : Fin N) :
    cellListNeighbours h m rc pos i = directNeighbours rc pos i := by
  ext j
  simp only [cellListNeighbours, directNeighbours, Finset.mem_biUnion, Finset.mem_filter,
    Finset.mem_univ, true_and]
  constructor
  · rintro ⟨k, _, _, hj⟩
    exact hj
  · intro hj
    -- the offset between the two cells belongs to the stencil
    refine ⟨cellIndex h (pos j) - cellIndex h (pos i), ?_, by abel, hj⟩
    rw [stencil, Fintype.mem_piFinset]
    intro a
    rw [Finset.mem_Icc]
    have hd : dist (pos j) (pos i) ≤ rc := by
      rw [dist_comm]
      exact hj.2
    exact abs_le.mp (cellIndex_diff_le hh m hrc hd a)

end

end CellListCorrectness
```

```lean
#print axioms CellListCorrectness.cell_layers_suffice_iff
#print axioms CellListCorrectness.adjacent_cells_suffice_iff
#print axioms CellListCorrectness.card_stencil
#print axioms CellListCorrectness.cellListNeighbours_eq_direct
```

```
'CellListCorrectness.cell_layers_suffice_iff' depends on axioms: [propext, Classical.choice, Quot.sound]
'CellListCorrectness.adjacent_cells_suffice_iff' depends on axioms: [propext, Classical.choice, Quot.sound]
'CellListCorrectness.card_stencil' depends on axioms: [propext, Classical.choice, Quot.sound]
'CellListCorrectness.cellListNeighbours_eq_direct' depends on axioms: [propext, Classical.choice, Quot.sound]
```

## The condition on the cell side

The general equivalence is `cell_layers_suffice_iff`. For \(d\ge 1\), \(h>0\) and a natural number \(m\), it says

\[
\Bigl(\forall x,y:\ |x-y|\le r_c \Rightarrow |c_i(x)-c_i(y)|\le m \text{ for all } i\Bigr)
\iff r_c\le m h .
\]

The case \(m=1\) is `adjacent_cells_suffice_iff`: all pairs within the cutoff lie in the same cell or in adjacent cells, diagonal neighbours included, exactly when \(h\ge r_c\). When \(h<r_c\), the theorem `exists_missed_pair` with \(m=1\) supplies a pair at distance exactly \(r_c\) whose indices differ by at least two along any axis one chooses.

The left side of the equivalence speaks about all pairs of points in space. A particular configuration may therefore be handled correctly with cells that are too small, simply because no pair of its particles happens to sit in an unfavourable position. The condition \(r_c\le mh\) is what gives a guarantee independent of the configuration.

The last theorem, `cellListNeighbours_eq_direct`, turns the geometry into a statement about neighbour search. If \(r_c\le mh\), then for every finite configuration and every particle, the search through the surrounding cells returns the same set of neighbours as the search through all particles. The number of cells visited is \((2m+1)^d\), by `card_stencil`.

## Points, cells and neighbour sets in Lean

The type `Space d` is `EuclideanSpace ℝ (Fin d)`, so `dist` is the usual square root of a sum of squares. Coordinates are numbered from \(0\) to \(d-1\) by `Fin d`. The function `cellIndex h x` returns one integer per coordinate. Because it uses the floor, a cell is half-open: index \(k\) along an axis covers \(kh\le x_i<(k+1)h\), also for negative \(k\), and a point on a cell face belongs to the cell above it.

The hypothesis `0 < d` is needed for the equivalence, since with no coordinates there is nothing for the indices to disagree about. No sign is assumed for `rc`. If it is negative, no pair is within the cutoff and \(r_c\le mh\) holds as well, so both sides are true. The value \(m=0\) is also allowed: a search of the central cell alone suffices for all pairs only if \(r_c\le 0\).

A configuration of \(N\) particles is a function `pos : Fin N → Space d`. The set `directNeighbours` contains every \(j\ne i\) with \(|x_i-x_j|\le r_c\), where \(i\) and \(j\) now label particles. The set `cellListNeighbours` is a union over the offsets \(k\) in `stencil d m`, the integer vectors with entries from \(-m\) to \(m\). For each offset it collects the particles in cell \(c(x_i)+k\) that pass the same distance test. Particles are compared by label, so two different particles at the same position count as neighbours of each other when \(r_c\ge 0\).

The model describes particles in unbounded space with exact real arithmetic. Periodic images, skewed simulation cells and rounding of coordinates are absent from it, as are the data structures that store the particles of each cell. The definitions fix which sets are returned and leave running time aside.

## Why m cell sides are enough

Let \(|x-y|\le r_c\le mh\). One squared coordinate difference is at most the sum of all of them, so

\[
(x_i-y_i)^2\le\sum_j (x_j-y_j)^2=|x-y|^2,
\qquad\text{hence}\qquad |x_i-y_i|\le |x-y|\le mh .
\]

This reduces the problem to one dimension. Write \(a=x_i\) and \(b=y_i\). From \(a-b\le mh\) and \(h>0\) it follows that \(a/h\le b/h+m\). The floor preserves order, and adding an integer passes through it, so

\[
\lfloor a/h\rfloor\le\lfloor b/h+m\rfloor=\lfloor b/h\rfloor+m .
\]

Exchanging \(a\) and \(b\) gives the opposite inequality, and together they say \(|c_i(x)-c_i(y)|\le m\).

In Lean the coordinate bound is `abs_coord_sub_le_dist`. It uses `Finset.single_le_sum` for the comparison of one term with the sum, and `Real.abs_le_sqrt` to pass from squares to the distance. The floor inequality is `floor_div_le_add`, whose `calc` block has the same two steps as the display above. The theorem `cellIndex_diff_le` splits the bound on \(|x_i-y_i|\) into its two signs, applies the floor inequality once for each, and joins the results.

## A pair that escapes the scan

Now let \(mh<r_c\). Since \(mh\ge 0\), the cutoff is positive. Choose an axis \(i\), and place two points on it at the coordinates

\[
a=mh,\qquad b=mh-r_c,
\]

with all other coordinates zero. Their distance is \(|a-b|=r_c\). The first point lies on the lower face of cell \(m\), so its index is \(\lfloor mh/h\rfloor=m\). The second has a negative coordinate, so its index is at most \(-1\). The difference is at least \(m+1\), one more than the scan allows.

The construction puts the first point at the very start of its cell, where the \(m\) layers below it reach down only as far as the origin. A partner slightly below the origin is then out of reach, however small the excess of \(r_c\) over \(mh\) may be.

The function `axisPoint` builds these points, and `dist_axisPoint` computes their distance: all terms of the sum vanish except the one for axis \(i\), which is what `Finset.sum_eq_single` expresses. In `exists_missed_pair`, the facts `h1` and `h2` are the two index calculations, and `omega` performs the final integer step. For the equivalence, `cell_layers_suffice_iff` assumes that the indices of all pairs within the cutoff differ by at most \(m\) while \(r_c>mh\), takes the escaping pair along the first axis, and obtains a contradiction. The other direction is `cellIndex_diff_le`.

## From cell indices to neighbour lists

The cell search never returns a false neighbour, because it applies the distance test to each candidate. This inclusion needs no condition on \(h\), and in the proof of `cellListNeighbours_eq_direct` it is the short first direction.

For the other direction, let \(j\) be a true neighbour of \(i\). The offset that leads from the cell of \(i\) to the cell of \(j\) is

\[
k=c(x_j)-c(x_i).
\]

By the index bound, every entry of \(k\) lies between \(-m\) and \(m\), so \(k\) belongs to the stencil and the search visits the cell of \(j\). The Lean proof supplies exactly this \(k\) and checks its entries with `cellIndex_diff_le`. The size of the stencil follows because each of the \(d\) entries has \(2m+1\) possible values.

## Cells of 4 Å with a cutoff of 6 Å

Take \(d=3\), \(h=4\) Å and \(r_c=6\) Å. One layer is too few, since \(4<6\). The construction gives the points

\[
x=(4,0,0)\ \text{Å},\qquad y=(-2,0,0)\ \text{Å},
\]

at distance 6 Å. Their indices are \((1,0,0)\) and \((-1,0,0)\), so the offset from \(x\) to \(y\) is \((-2,0,0)\). A scan of the 27 cells around \(x\) does not reach \(y\), and the pair is lost.

Two layers are enough, since \(2\cdot 4=8\ge 6\). The scan then visits \(5^3=125\) cells, which fill a cube of side 20 Å and volume 8000 Å³. Cells of side 6 Å need only one layer: 27 cells in a cube of side 18 Å and volume 5832 Å³. With cells of side 3 Å, two layers again suffice, and the 125 cells fill a cube of side 15 Å and volume 3375 Å³. At uniform density the number of distance tests is proportional to this volume, so smaller cells can reduce the tests at the price of visiting more cells.

## The cell side in a simulation code

For short-range potentials, including machine-learned ones with a finite cutoff, the result ensures that, when \(r_c\le mh\), a cell search through \(m\) layers in open space and exact arithmetic hands the energy model the same neighbours as a search over all pairs. A missed neighbour need not produce an error message: the code can run on with that neighbour's contribution to the energy and forces, where it is not zero, left out.

In a periodic cubic box of edge \(L\ge r_c\), a common way to choose the cells for a one-layer scan is

\[
n=\lfloor L/r_c\rfloor,\qquad h=L/n .
\]

Since \(n\le L/r_c\), this gives \(h\ge r_c\), which is the condition for \(m=1\). Rounding \(L/r_c\) up would make the cells smaller than the cutoff whenever the ratio is not an integer. The periodic code must also wrap the cell indices, and with fewer than three cells along an edge the wrapped scan meets the same cell more than once, which needs separate treatment.

Many molecular dynamics codes build the list with a larger radius \(r_c+s\), where the skin \(s>0\) allows the list to be kept for several time steps. The radius that enters the condition is then the one used to build the list, so a one-layer scan calls for \(h\ge r_c+s\).
